# The polarization sum for photon scattering by an isotropic electric and magnetic dipole target

To get an unpolarized cross-section for light scattered by a small particle, one sums the squared amplitude over both outgoing polarizations and averages over the two incoming ones. The problems below carry out that sum for a target whose electric and magnetic dipoles respond isotropically.

## Directions, polarizations and the amplitude

A photon arrives along k with polarization e and leaves along k' with polarization f. Here k and k' are unit directions, not wave vectors. The incoming electric field drives an electric dipole with response A, and the magnetic field, which points along k × e, drives a magnetic dipole with response B. Frequency factors are absorbed in A and B. The amplitude is

M(e, f) = A e·f + B (k × e)·(k' × f).

This form is postulated; its derivation from the interaction of a particular target with the field is the step left to physics. At low photon energy, the tree-level amplitude for a free scalar charge at rest has this form with B = 0.

In Lean, vectors are `Fin 3 → ℝ`, `⬝ᵥ` is the dot product and `⨯₃` the cross product. `IsPolarizationBasis k e` says that k is a unit vector and that e₀, e₁ are orthonormal and orthogonal to it. The polarizations are real, hence linear, and no handedness is fixed.

```lean
import Mathlib

open Matrix

namespace DipolePhotonScattering

/-- The vectors `e 0`, `e 1` are an orthonormal basis of the plane orthogonal to the unit
vector `k`: two linear polarizations of a photon travelling along `k`. -/
structure IsPolarizationBasis (k : Fin 3 → ℝ) (e : Fin 2 → Fin 3 → ℝ) : Prop where
  unit : k ⬝ᵥ k = 1
  transverse : ∀ i, k ⬝ᵥ e i = 0
  orthonormal : ∀ i j, e i ⬝ᵥ e j = if i = j then 1 else 0

/-- The amplitude for scattering a photon from direction `k` and polarization `e` to direction
`k'` and polarization `f`, with electric dipole response `A` and magnetic dipole response `B`. -/
def amplitude (A B : ℝ) (k k' e f : Fin 3 → ℝ) : ℝ :=
  A * (e ⬝ᵥ f) + B * ((k ⨯₃ e) ⬝ᵥ (k' ⨯₃ f))
```

## (a) A basis for a direction at any angle

**Task.** Show that n = (sin θ, 0, cos θ) has the polarization basis

e₀ = (cos θ, 0, −sin θ), e₁ = (0, 1, 0).

**Solution.** Both n·n and e₀·e₀ equal sin²θ + cos²θ = 1, and e₁·e₁ = 1. Next, n·e₀ = sin θ cos θ − cos θ sin θ = 0. The products n·e₁ and e₀·e₁ vanish because no component is shared. Taking θ = 0 for one photon and any θ for the other realizes every scattering angle.

Lean checks each index with `fin_cases` and uses sin²θ + cos²θ = 1 for the two norms.

```lean
/-- For each angle `θ`, an explicit polarization basis for the direction
`(sin θ, 0, cos θ)`. -/
theorem isPolarizationBasis_witness (θ : ℝ) :
    IsPolarizationBasis ![Real.sin θ, 0, Real.cos θ]
      ![![Real.cos θ, 0, -Real.sin θ], ![0, 1, 0]] := by
  have h := Real.sin_sq_add_cos_sq θ
  refine ⟨?_, fun i => ?_, fun i j => ?_⟩
  · simp [dotProduct, Fin.sum_univ_three]
    linear_combination h
  · fin_cases i <;> simp [dotProduct, Fin.sum_univ_three]
    ring
  · fin_cases i <;> fin_cases j <;> simp [dotProduct, Fin.sum_univ_three]
    linear_combination h
```

## (b) Completeness of two polarizations

**Task.** For a polarization basis e of k and any vector v, show that

Σᵢ (eᵢ·v)² = v·v − (k·v)².

**Solution.** Let O be the matrix with rows k, e₀, e₁. The entries of O Oᵀ are the dot products of these rows, so O Oᵀ = 1. Since O is square, Oᵀ O = 1 as well, and therefore

(Ov)·(Ov) = v·(Oᵀ O v) = v·v.

The components of Ov are k·v, e₀·v and e₁·v. Moving (k·v)² to the other side gives the claim.

In the proof, `mul_eq_one_comm` reverses the order of the product, `h2` is the preserved length and `h3` writes it in components.

```lean
/-- Completeness of the polarizations: the squared components of a vector `v` along the two
polarizations add up to the squared length of `v` minus its squared component along `k`. -/
theorem polarization_sum {k : Fin 3 → ℝ} {e : Fin 2 → Fin 3 → ℝ}
    (h : IsPolarizationBasis k e) (v : Fin 3 → ℝ) :
    ∑ i, (e i ⬝ᵥ v) ^ 2 = v ⬝ᵥ v - (k ⬝ᵥ v) ^ 2 := by
  have ht : ∀ i, e i ⬝ᵥ k = 0 := fun i => by rw [dotProduct_comm, h.transverse]
  -- the matrix with rows k, e 0, e 1 is orthogonal
  let O : Matrix (Fin 3) (Fin 3) ℝ := ![k, e 0, e 1]
  have hO : O * Oᵀ = 1 := by
    ext i j
    have hij : (O * Oᵀ) i j = O i ⬝ᵥ O j := rfl
    rw [hij]
    fin_cases i <;> fin_cases j <;>
      simp [O, h.unit, h.transverse, h.orthonormal, ht]
  have hO' : Oᵀ * O = 1 := mul_eq_one_comm.mp hO
  -- so it preserves the length of v
  have h2 : (O *ᵥ v) ⬝ᵥ (O *ᵥ v) = v ⬝ᵥ v := by
    calc (O *ᵥ v) ⬝ᵥ (O *ᵥ v) = v ⬝ᵥ ((Oᵀ * O) *ᵥ v) := by
          rw [← Matrix.mulVec_mulVec, Matrix.dotProduct_mulVec v, Matrix.vecMul_transpose]
      _ = v ⬝ᵥ v := by rw [hO', Matrix.one_mulVec]
  have h3 : (O *ᵥ v) ⬝ᵥ (O *ᵥ v) = (k ⬝ᵥ v) * (k ⬝ᵥ v) + (e 0 ⬝ᵥ v) * (e 0 ⬝ᵥ v)
      + (e 1 ⬝ᵥ v) * (e 1 ⬝ᵥ v) :=
    Fin.sum_univ_three (fun i => (O *ᵥ v) i * (O *ᵥ v) i)
  rw [Fin.sum_univ_two]
  linear_combination h2 - h3
```

## (c) The incoming polarization factored out

**Task.** Show that the amplitude is a single dot product with e:

M(e, f) = e·v, v = A f + B (k' × f) × k.

**Solution.** Put w = k' × f. Cyclic symmetry of the triple product gives (k × e)·w = e·(w × k). Adding A e·f gives e·v. No vector needs to be normalized.

Lean expands both sides in components and compares them with `ring`.

```lean
/-- The amplitude is the component along the incoming polarization `e` of one vector built from
the two directions, the outgoing polarization and the two responses. -/
theorem amplitude_eq_dotProduct (A B : ℝ) (k k' e f : Fin 3 → ℝ) :
    amplitude A B k k' e f = e ⬝ᵥ (A • f + B • ((k' ⨯₃ f) ⨯₃ k)) := by
  simp [amplitude, cross_apply, dotProduct, Fin.sum_univ_three]
  ring
```

## (d) Unpolarized light and a fixed analyser

**Task.** Let f be a unit vector orthogonal to the unit vector k'. Sum over the incoming polarizations alone to obtain

Σᵢ M(eᵢ, f)² = A²(1 − (k·f)²) + B²(1 − (k·(k' × f))²) + 2AB k·k'.

**Solution.** By (c) and (b), the sum is v·v − (k·v)². Since w × k is orthogonal to k, k·v = A k·f. For the length,

v·v = A² + 2AB f·(w × k) + B² |w × k|².

Here w is a unit vector, so |w × k|² = 1 − (k·w)². For the cross term,

f·(w × k) = k·(f × (k' × f)) = k·(k' (f·f) − f (f·k')) = k·k'.

Subtracting A²(k·f)² gives the result.

The facts `hv` and `hl` are the formulas for v·v and k·v, with the norms still general in `hv`; the final rewrite inserts the unit and orthogonality conditions.

```lean
/-- The squared amplitude summed over incoming polarizations only, for a fixed unit outgoing
polarization `f` orthogonal to the unit outgoing direction `k'`. -/
theorem sum_incoming {k k' f : Fin 3 → ℝ} {e : Fin 2 → Fin 3 → ℝ}
    (h : IsPolarizationBasis k e) (hk' : k' ⬝ᵥ k' = 1) (hf : f ⬝ᵥ f = 1)
    (hkf : k' ⬝ᵥ f = 0) (A B : ℝ) :
    ∑ i, amplitude A B k k' (e i) f ^ 2 =
      A ^ 2 * (1 - (k ⬝ᵥ f) ^ 2) + B ^ 2 * (1 - (k ⬝ᵥ (k' ⨯₃ f)) ^ 2)
        + 2 * A * B * (k ⬝ᵥ k') := by
  simp_rw [amplitude_eq_dotProduct]
  rw [polarization_sum h]
  -- squared length and longitudinal component of the vector multiplying e
  have hv : (A • f + B • ((k' ⨯₃ f) ⨯₃ k)) ⬝ᵥ (A • f + B • ((k' ⨯₃ f) ⨯₃ k)) =
      A ^ 2 * (f ⬝ᵥ f) + 2 * A * B * ((k ⬝ᵥ k') * (f ⬝ᵥ f) - (k ⬝ᵥ f) * (k' ⬝ᵥ f))
      + B ^ 2 * (((k' ⬝ᵥ k') * (f ⬝ᵥ f) - (k' ⬝ᵥ f) ^ 2) * (k ⬝ᵥ k)
        - (k ⬝ᵥ (k' ⨯₃ f)) ^ 2) := by
    simp [cross_apply, dotProduct, Fin.sum_univ_three]
    ring
  have hl : k ⬝ᵥ (A • f + B • ((k' ⨯₃ f) ⨯₃ k)) = A * (k ⬝ᵥ f) := by
    rw [dotProduct_add, dotProduct_smul, dotProduct_smul, dot_cross_self]
    simp
  rw [hv, hl, hk', hf, hkf, h.unit]
  ring
```

## (e) Both polarizations summed

**Task.** With c = k·k', show that

Σᵢ Σⱼ M(eᵢ, fⱼ)² = (A² + B²)(1 + c²) + 4ABc.

**Solution.** Sum (d) over f₀ and f₁, using k·(k' × fⱼ) = fⱼ·(k × k'). Completeness for the basis f of k', applied to k and then to k × k', gives

Σⱼ (fⱼ·k)² = 1 − c²,

Σⱼ (fⱼ·(k × k'))² = |k × k'|² − 0 = 1 − c².

Each of A² and B² is thus multiplied by 2 − (1 − c²) = 1 + c², and the cross term is counted twice.

These two sums are `h1` and `h2`; `hs` is part (d), and `linear_combination` assembles them.

```lean
/-- The squared amplitude summed over incoming and outgoing polarizations is
`(A² + B²)(1 + c²) + 4ABc`, where `c` is the cosine of the scattering angle. -/
theorem sum_polarizations {k k' : Fin 3 → ℝ} {e f : Fin 2 → Fin 3 → ℝ}
    (he : IsPolarizationBasis k e) (hf : IsPolarizationBasis k' f) (A B : ℝ) :
    ∑ i, ∑ j, amplitude A B k k' (e i) (f j) ^ 2 =
      (A ^ 2 + B ^ 2) * (1 + (k ⬝ᵥ k') ^ 2) + 4 * A * B * (k ⬝ᵥ k') := by
  have ht : ∀ j, k ⬝ᵥ (k' ⨯₃ f j) = f j ⬝ᵥ (k ⨯₃ k') := fun j => by
    simp [cross_apply, dotProduct, Fin.sum_univ_three]
    ring
  have hn : (k ⨯₃ k') ⬝ᵥ (k ⨯₃ k') = (k ⬝ᵥ k) * (k' ⬝ᵥ k') - (k ⬝ᵥ k') ^ 2 := by
    simp [cross_apply, dotProduct, Fin.sum_univ_three]
    ring
  -- completeness of the outgoing polarizations, for k and for k × k'
  have h1 := polarization_sum hf k
  have h2 := polarization_sum hf (k ⨯₃ k')
  rw [Fin.sum_univ_two, he.unit, dotProduct_comm k' k] at h1
  rw [Fin.sum_univ_two, hn, dot_cross_self, he.unit, hf.unit] at h2
  have hs : ∀ j, ∑ i, amplitude A B k k' (e i) (f j) ^ 2 =
      A ^ 2 * (1 - (f j ⬝ᵥ k) ^ 2) + B ^ 2 * (1 - (f j ⬝ᵥ (k ⨯₃ k')) ^ 2)
        + 2 * A * B * (k ⬝ᵥ k') := fun j => by
    rw [sum_incoming he hf.unit (by simp [hf.orthonormal]) (hf.transverse j), ht,
      dotProduct_comm k (f j)]
  rw [Finset.sum_comm, Fin.sum_univ_two, hs, hs]
  linear_combination (-A ^ 2) * h1 - B ^ 2 * h2
```

For a perfectly conducting sphere of radius a, much smaller than the wavelength, electrodynamics supplies A = q²a³ and B = −q²a³/2, where q is the wave number. Half the double sum is then the unpolarized cross-section:

dσ/dΩ = q⁴a⁶ [(5/8)(1 + c²) − c].

## (f) Forward scattering

**Task.** For k' = k, a unit vector, and e orthogonal to k, show that

M(e, f) = (A + B) e·f.

**Solution.** The product of two cross products is

(k × e)·(k × f) = (k·k)(e·f) − (k·e)(k·f) = e·f.

The vector f may be arbitrary. Lean proves this identity as `h` and substitutes it.

```lean
/-- In the forward direction the two responses add: the amplitude is `A + B` times the overlap
of the polarizations, for a unit direction `k` and a transverse incoming polarization. -/
theorem amplitude_forward {k e : Fin 3 → ℝ} (hk : k ⬝ᵥ k = 1) (he : k ⬝ᵥ e = 0)
    (A B : ℝ) (f : Fin 3 → ℝ) :
    amplitude A B k k e f = (A + B) * (e ⬝ᵥ f) := by
  have h : (k ⨯₃ e) ⬝ᵥ (k ⨯₃ f) = (k ⬝ᵥ k) * (e ⬝ᵥ f) - (k ⬝ᵥ e) * (k ⬝ᵥ f) := by
    simp [cross_apply, dotProduct, Fin.sum_univ_three]
    ring
  rw [amplitude, h, hk, he]
  ring
```

## (g) Backward scattering

**Task.** Under the same conditions on k and e, but with k' = −k, show that

M(e, f) = (A − B) e·f.

**Solution.** Replacing k' = k by −k reverses the sign of the second cross product, so the magnetic term becomes −B e·f. The Lean proof repeats (f) with that sign.

```lean
/-- In the backward direction the two responses subtract: the amplitude is `A - B` times the
overlap of the polarizations, for a unit direction `k` and a transverse incoming polarization. -/
theorem amplitude_backward {k e : Fin 3 → ℝ} (hk : k ⬝ᵥ k = 1) (he : k ⬝ᵥ e = 0)
    (A B : ℝ) (f : Fin 3 → ℝ) :
    amplitude A B k (-k) e f = (A - B) * (e ⬝ᵥ f) := by
  have h : (k ⨯₃ e) ⬝ᵥ ((-k) ⨯₃ f) = (k ⬝ᵥ e) * (k ⬝ᵥ f) - (k ⬝ᵥ k) * (e ⬝ᵥ f) := by
    simp [cross_apply, dotProduct, Fin.sum_univ_three]
    ring
  rw [amplitude, h, hk, he]
  ring
```

## (h) Complex responses

**Task.** Absorption in the target can make the responses A and B complex. Show that

Σᵢ Σⱼ |M(eᵢ, fⱼ)|² = (|A|² + |B|²)(1 + c²) + 4c Re(A B*).

**Solution.** For real x and y,

|Ax + By|² = (Re A x + Re B y)² + (Im A x + Im B y)².

Apply (e) once to the real parts and once to the imaginary parts, then add. The cross terms combine through Re(A B*) = Re A Re B + Im A Im B.

`Complex.normSq` is the squared modulus and `star` is conjugation. The amplitude is written out because `amplitude` takes real responses; the polarizations remain real. The splitting is `hsplit`, and `hre` and `him` are the two uses of (e).

```lean
/-- For complex responses `A` and `B`, the squared modulus of the amplitude summed over all
polarizations is `(|A|² + |B|²)(1 + c²) + 4c Re(A B*)`, with `c` the cosine of the scattering
angle. -/
theorem sum_polarizations_complex {k k' : Fin 3 → ℝ} {e f : Fin 2 → Fin 3 → ℝ}
    (he : IsPolarizationBasis k e) (hf : IsPolarizationBasis k' f) (A B : ℂ) :
    ∑ i, ∑ j, Complex.normSq (A * ((e i ⬝ᵥ f j : ℝ) : ℂ)
        + B * (((k ⨯₃ e i) ⬝ᵥ (k' ⨯₃ f j) : ℝ) : ℂ)) =
      (Complex.normSq A + Complex.normSq B) * (1 + (k ⬝ᵥ k') ^ 2)
        + 4 * (A * star B).re * (k ⬝ᵥ k') := by
  -- real and imaginary parts of the responses scatter independently
  have hsplit : ∀ x y : ℝ, Complex.normSq (A * (x : ℂ) + B * (y : ℂ)) =
      (A.re * x + B.re * y) ^ 2 + (A.im * x + B.im * y) ^ 2 := fun x y => by
    simp [Complex.normSq_apply]
    ring
  have hre := sum_polarizations he hf A.re B.re
  have him := sum_polarizations he hf A.im B.im
  have hAB : (A * star B).re = A.re * B.re + A.im * B.im := by
    simp [Complex.mul_re]
  simp only [amplitude] at hre him
  simp_rw [hsplit, Finset.sum_add_distrib]
  rw [hre, him, hAB, Complex.normSq_apply, Complex.normSq_apply]
  ring

end DipolePhotonScattering
```

```lean
#print axioms DipolePhotonScattering.amplitude_forward
#print axioms DipolePhotonScattering.amplitude_backward
#print axioms DipolePhotonScattering.sum_polarizations_complex
```

```
'DipolePhotonScattering.amplitude_forward' depends on axioms: [propext, Classical.choice, Quot.sound]
'DipolePhotonScattering.amplitude_backward' depends on axioms: [propext, Classical.choice, Quot.sound]
'DipolePhotonScattering.sum_polarizations_complex' depends on axioms: [propext, Classical.choice, Quot.sound]
```
